# A unit eigenvector of σ·p with no limit on the negative third axis

Let $p=(p_1,p_2,p_3)$ be a real momentum with Euclidean length $|p|$. Its components are `p 0`, `p 1`, `p 2` in Lean. In the standard Pauli representation, with $w=p_1+ip_2$ and $s=|p|+p_3$,

$$\sigma\cdot p=\begin{pmatrix}p_3&\bar w\\ w&-p_3\end{pmatrix},\qquad
\chi(p)=N\begin{pmatrix}s\\ w\end{pmatrix},\qquad
N=\frac1{\sqrt{2|p|s}}.$$

The domain is $s>0$, which excludes the origin and the negative third axis.

## Eigenvector, projector and missing limit

On the domain,

$$\chi^\dagger\chi=1,\qquad(\sigma\cdot p)\chi=|p|\chi,\qquad 2|p|\,\chi\chi^\dagger=|p|+\sigma\cdot p.$$

For every $r>0$, however, $\chi(p)$ has no limit as $p\to(0,0,-r)$ within the domain.

## Phases in helicity-amplitude codes

A code that builds massless helicity amplitudes from this two-component formula relies on the first two identities. If it also interpolates or differentiates spinors in momentum, it needs nearby momenta to give nearby spinors, and this fails around the negative third axis. The projector has no such jump there, so it is the safer quantity to compare between neighbouring momenta.

## From components to half-angles

If $|p|=0$, all components vanish and $s=0$; hence $|p|>0$ on the domain and $N$ is well defined. Since $|p|^2=p_1^2+p_2^2+p_3^2$,

$$|w|^2=|p|^2-p_3^2=(|p|-p_3)s.$$

The normalisation follows:

$$\chi^\dagger\chi=N^2(s^2+|w|^2)=N^2s(s+|p|-p_3)=2N^2|p|s=1.$$

Acting on $(s,w)$, the matrix gives $p_3s+|w|^2=|p|s$ in the first component and $ws-p_3w=|p|w$ in the second. This is the eigenvalue equation. As $2|p|N^2=1/s$,

$$2|p|\chi\chi^\dagger=\frac1s\begin{pmatrix}s^2&s\bar w\\ sw&|w|^2\end{pmatrix}
=\begin{pmatrix}|p|+p_3&\bar w\\ w&|p|-p_3\end{pmatrix}.$$

Now put $p=r(\sin\theta\cos\varphi,\sin\theta\sin\varphi,\cos\theta)$ with $r>0$ and $-\pi<\theta<\pi$, so that $\cos(\theta/2)>0$. Then

$$s=2r\cos^2\tfrac\theta2,\qquad w=2r\sin\tfrac\theta2\cos\tfrac\theta2\,e^{i\varphi},\qquad N=\frac1{2r\cos(\theta/2)},$$

and therefore

$$\chi=\begin{pmatrix}\cos(\theta/2)\\ e^{i\varphi}\sin(\theta/2)\end{pmatrix}.$$

As $\theta\to\pi$ from below at fixed $\varphi$, the momentum stays in the domain and tends to $(0,0,-r)$, while $\chi\to(0,e^{i\varphi})$. A limit of $\chi$ at that point would have to equal $(0,1)$, from $\varphi=0$, and $(0,-1)$, from $\varphi=\pi$, which is impossible.

The same argument treats the companion spinor $(\bar w,\,|p|-p_3)/\sqrt{2|p|(|p|-p_3)}$ on $|p|-p_3>0$. It is a unit eigenvector with the same eigenvalue $|p|$, and its directional limits at $(0,0,r)$ are $(e^{-i\varphi},0)$, so the discontinuity moves to the positive third axis. The file below does not treat this companion.

## The Lean file

```lean
import Mathlib

open Matrix Filter Topology
open scoped Real

namespace HelicitySpinor

noncomputable section

/-- The Euclidean length of a momentum vector. -/
def len (p : Fin 3 → ℝ) : ℝ := Real.sqrt (p 0 ^ 2 + p 1 ^ 2 + p 2 ^ 2)

/-- The matrix `σ·p` in the standard Pauli representation. -/
def pauliDot (p : Fin 3 → ℝ) : Matrix (Fin 2) (Fin 2) ℂ :=
  !![(p 2 : ℂ), (p 0 : ℂ) - p 1 * Complex.I; (p 0 : ℂ) + p 1 * Complex.I, -(p 2 : ℂ)]

/-- The normalisation factor `1 / √(2|p|(|p| + p₃))`. -/
def normFactor (p : Fin 3 → ℝ) : ℝ := 1 / Real.sqrt (2 * len p * (len p + p 2))

/-- The spinor `(|p| + p₃, p₁ + i p₂) / √(2|p|(|p| + p₃))`. -/
def spinor (p : Fin 3 → ℝ) : Fin 2 → ℂ :=
  (normFactor p : ℂ) • ![((len p + p 2 : ℝ) : ℂ), (p 0 : ℂ) + p 1 * Complex.I]

/-- The momenta with `|p| + p₃ > 0`. -/
def domain : Set (Fin 3 → ℝ) := {p | 0 < len p + p 2}

/-- The momentum with length parameter `r`, polar angle `θ` and azimuth `φ`. -/
def spherical (r θ φ : ℝ) : Fin 3 → ℝ :=
  ![r * Real.sin θ * Real.cos φ, r * Real.sin θ * Real.sin φ, r * Real.cos θ]

/-- The squared length is the sum of the squared components. -/
theorem len_sq (p : Fin 3 → ℝ) : len p ^ 2 = p 0 ^ 2 + p 1 ^ 2 + p 2 ^ 2 :=
  Real.sq_sqrt (by positivity)

/-- On the domain, the squared normalisation factor times `2|p|(|p| + p₃)` is one. -/
theorem normFactor_sq {p : Fin 3 → ℝ} (hp : p ∈ domain) :
    normFactor p ^ 2 * (2 * len p * (len p + p 2)) = 1 := by
  have hs : 0 < len p + p 2 := hp
  have hL : 0 < len p := by
    rcases (Real.sqrt_nonneg (p 0 ^ 2 + p 1 ^ 2 + p 2 ^ 2)).eq_or_lt with h | h
    · have h0 : len p = 0 := h.symm
      have h1 := len_sq p
      rw [h0] at h1 hs
      nlinarith [sq_nonneg (p 0), sq_nonneg (p 1)]
    · exact h
  have hX : 0 < 2 * len p * (len p + p 2) := by positivity
  rw [normFactor, div_pow, one_pow, Real.sq_sqrt hX.le]
  exact one_div_mul_cancel hX.ne'

/-- For `|p| + p₃ > 0` the spinor has unit norm and is an eigenvector of `σ·p` with
eigenvalue `|p|`. -/
theorem spinor_unit_eigenvector {p : Fin 3 → ℝ} (hp : p ∈ domain) :
    star (spinor p) ⬝ᵥ spinor p = 1 ∧
      pauliDot p *ᵥ spinor p = (len p : ℂ) • spinor p := by
  have hC : (len p : ℂ) ^ 2 = (p 0 : ℂ) ^ 2 + (p 1 : ℂ) ^ 2 + (p 2 : ℂ) ^ 2 := by
    exact_mod_cast len_sq p
  have hN : (normFactor p : ℂ) ^ 2 * (2 * len p * (len p + p 2)) = 1 := by
    exact_mod_cast normFactor_sq hp
  constructor
  · simp [spinor, dotProduct, Fin.sum_univ_two]
    linear_combination hN - (normFactor p : ℂ) ^ 2 * hC
      - (normFactor p : ℂ) ^ 2 * (p 1 : ℂ) ^ 2 * Complex.I_sq
  · -- the unnormalised vector already solves the eigenvalue equation
    have key : pauliDot p *ᵥ ![((len p + p 2 : ℝ) : ℂ), (p 0 : ℂ) + p 1 * Complex.I]
        = (len p : ℂ) • ![((len p + p 2 : ℝ) : ℂ), (p 0 : ℂ) + p 1 * Complex.I] := by
      ext i
      fin_cases i
      · simp [pauliDot, Matrix.mulVec, dotProduct, Fin.sum_univ_two]
        linear_combination -hC - (p 1 : ℂ) ^ 2 * Complex.I_sq
      · simp [pauliDot, Matrix.mulVec, dotProduct, Fin.sum_univ_two]
        ring
    rw [spinor, Matrix.mulVec_smul, key]
    exact smul_comm _ _ _

/-- On the domain, the projector onto the spinor obeys `2|p| χχ† = |p| + σ·p`. -/
theorem spinor_projector {p : Fin 3 → ℝ} (hp : p ∈ domain) :
    (2 * len p : ℂ) • vecMulVec (spinor p) (star (spinor p))
      = (len p : ℂ) • (1 : Matrix (Fin 2) (Fin 2) ℂ) + pauliDot p := by
  have hC : (len p : ℂ) ^ 2 = (p 0 : ℂ) ^ 2 + (p 1 : ℂ) ^ 2 + (p 2 : ℂ) ^ 2 := by
    exact_mod_cast len_sq p
  have hN : (normFactor p : ℂ) ^ 2 * (2 * len p * (len p + p 2)) = 1 := by
    exact_mod_cast normFactor_sq hp
  ext i j
  -- pass to entries before unfolding the spinor
  rw [Matrix.add_apply, Matrix.smul_apply, Matrix.smul_apply, vecMulVec_apply, Pi.star_apply]
  fin_cases i <;> fin_cases j <;> simp [spinor, pauliDot]
  · linear_combination ((len p : ℂ) + p 2) * hN
  · linear_combination ((p 0 : ℂ) - p 1 * Complex.I) * hN
  · linear_combination ((p 0 : ℂ) + p 1 * Complex.I) * hN
  · linear_combination ((len p : ℂ) - p 2) * hN
      - 2 * (len p : ℂ) * (normFactor p : ℂ) ^ 2 * hC
      - 2 * (len p : ℂ) * (normFactor p : ℂ) ^ 2 * (p 1 : ℂ) ^ 2 * Complex.I_sq

/-- The momentum with spherical coordinates `r ≥ 0`, `θ`, `φ` has length `r`. -/
theorem len_spherical {r : ℝ} (hr : 0 ≤ r) (θ φ : ℝ) : len (spherical r θ φ) = r := by
  have h : (r * Real.sin θ * Real.cos φ) ^ 2 + (r * Real.sin θ * Real.sin φ) ^ 2
      + (r * Real.cos θ) ^ 2 = r ^ 2 := by
    linear_combination r ^ 2 * Real.sin θ ^ 2 * Real.sin_sq_add_cos_sq φ
      + r ^ 2 * Real.sin_sq_add_cos_sq θ
  change Real.sqrt ((r * Real.sin θ * Real.cos φ) ^ 2 + (r * Real.sin θ * Real.sin φ) ^ 2
      + (r * Real.cos θ) ^ 2) = r
  rw [h, Real.sqrt_sq hr]

/-- For `r > 0` and `-π < θ < π` the momentum lies in the domain, and its spinor is
`(cos(θ/2), e^{iφ} sin(θ/2))`. -/
theorem spinor_spherical {r θ : ℝ} (hr : 0 < r) (h₁ : -π < θ) (h₂ : θ < π) (φ : ℝ) :
    spherical r θ φ ∈ domain ∧ spinor (spherical r θ φ) =
      ![((Real.cos (θ / 2) : ℝ) : ℂ),
        Complex.exp (φ * Complex.I) * ((Real.sin (θ / 2) : ℝ) : ℂ)] := by
  have hc : 0 < Real.cos (θ / 2) :=
    Real.cos_pos_of_mem_Ioo ⟨by linarith, by linarith⟩
  have hcos : Real.cos θ = 2 * Real.cos (θ / 2) ^ 2 - 1 := by
    rw [← Real.cos_two_mul]; congr 1; ring
  have hsin : Real.sin θ = 2 * Real.sin (θ / 2) * Real.cos (θ / 2) := by
    rw [← Real.sin_two_mul]; congr 1; ring
  have hL := len_spherical hr.le θ φ
  have hS : len (spherical r θ φ) + spherical r θ φ 2 = 2 * r * Real.cos (θ / 2) ^ 2 := by
    rw [hL]
    change r + r * Real.cos θ = _
    rw [hcos]; ring
  -- the square root in the normalisation becomes `2 r cos(θ/2)`
  have hN : normFactor (spherical r θ φ) = 1 / (2 * r * Real.cos (θ / 2)) := by
    have hX : 2 * r * (2 * r * Real.cos (θ / 2) ^ 2) = (2 * r * Real.cos (θ / 2)) ^ 2 := by
      ring
    rw [normFactor, hS, hL, hX, Real.sqrt_sq (by positivity)]
  have e0 : normFactor (spherical r θ φ) * (len (spherical r θ φ) + spherical r θ φ 2)
      = Real.cos (θ / 2) := by
    rw [hS, hN, div_mul_eq_mul_div, div_eq_iff (by positivity)]; ring
  have e1 : normFactor (spherical r θ φ) * (r * Real.sin θ) = Real.sin (θ / 2) := by
    rw [hN, hsin, div_mul_eq_mul_div, div_eq_iff (by positivity)]; ring
  refine ⟨?_, ?_⟩
  · change 0 < len (spherical r θ φ) + spherical r θ φ 2
    rw [hS]; positivity
  · ext i
    fin_cases i
    · change (normFactor (spherical r θ φ) : ℂ)
        * ((len (spherical r θ φ) + spherical r θ φ 2 : ℝ) : ℂ) = ((Real.cos (θ / 2) : ℝ) : ℂ)
      rw [← Complex.ofReal_mul, e0]
    · change (normFactor (spherical r θ φ) : ℂ) * (((r * Real.sin θ * Real.cos φ : ℝ) : ℂ)
        + ((r * Real.sin θ * Real.sin φ : ℝ) : ℂ) * Complex.I)
        = Complex.exp (φ * Complex.I) * ((Real.sin (θ / 2) : ℝ) : ℂ)
      rw [← e1, Complex.exp_mul_I]
      push_cast
      ring

/-- Along the meridian of azimuth `φ`, the spinor tends to `(0, e^{iφ})` as `θ` tends to `π`
from below. -/
theorem spinor_meridian_limit {r : ℝ} (hr : 0 < r) (φ : ℝ) :
    Tendsto (fun θ => spinor (spherical r θ φ)) (𝓝[<] π)
      (𝓝 ![0, Complex.exp (φ * Complex.I)]) := by
  have hcont : Continuous (fun θ : ℝ => (![((Real.cos (θ / 2) : ℝ) : ℂ),
      Complex.exp (φ * Complex.I) * ((Real.sin (θ / 2) : ℝ) : ℂ)] : Fin 2 → ℂ)) := by
    refine continuous_pi fun i => ?_
    fin_cases i
    · change Continuous fun θ : ℝ => ((Real.cos (θ / 2) : ℝ) : ℂ)
      fun_prop
    · change Continuous fun θ : ℝ =>
        Complex.exp (φ * Complex.I) * ((Real.sin (θ / 2) : ℝ) : ℂ)
      fun_prop
  have h : Tendsto _ (𝓝[<] π) (𝓝 (![((Real.cos (π / 2) : ℝ) : ℂ),
      Complex.exp (φ * Complex.I) * ((Real.sin (π / 2) : ℝ) : ℂ)] : Fin 2 → ℂ)) :=
    (hcont.tendsto π).mono_left nhdsWithin_le_nhds
  rw [Real.cos_pi_div_two, Real.sin_pi_div_two, Complex.ofReal_zero, Complex.ofReal_one,
    mul_one] at h
  refine h.congr' ?_
  filter_upwards [Ioo_mem_nhdsLT (show -π < π by linarith [Real.pi_pos])] with θ hθ
  exact (spinor_spherical hr hθ.1 hθ.2 φ).2.symm

/-- For every `r > 0`, the spinor has no limit as `p` tends to `(0, 0, -r)` within the domain
`|p| + p₃ > 0`. -/
theorem spinor_no_limit {r : ℝ} (hr : 0 < r) :
    ¬ ∃ v : Fin 2 → ℂ, Tendsto spinor (𝓝[domain] ![0, 0, -r]) (𝓝 v) := by
  rintro ⟨v, hv⟩
  -- every meridian approaches the same point from inside the domain
  have path : ∀ φ : ℝ, Tendsto (fun θ => spherical r θ φ) (𝓝[<] π)
      (𝓝[domain] ![0, 0, -r]) := by
    intro φ
    refine tendsto_nhdsWithin_iff.2 ⟨?_, ?_⟩
    · have hcont : Continuous (fun θ => spherical r θ φ) := by
        refine continuous_pi fun i => ?_
        fin_cases i
        · change Continuous fun θ : ℝ => r * Real.sin θ * Real.cos φ
          fun_prop
        · change Continuous fun θ : ℝ => r * Real.sin θ * Real.sin φ
          fun_prop
        · change Continuous fun θ : ℝ => r * Real.cos θ
          fun_prop
      have hend : spherical r π φ = ![0, 0, -r] := by simp [spherical]
      rw [← hend]
      exact (hcont.tendsto π).mono_left nhdsWithin_le_nhds
    · filter_upwards [Ioo_mem_nhdsLT (show -π < π by linarith [Real.pi_pos])] with θ hθ
      exact (spinor_spherical hr hθ.1 hθ.2 φ).1
  have hlim : ∀ φ : ℝ, v = ![0, Complex.exp (φ * Complex.I)] := fun φ =>
    tendsto_nhds_unique (hv.comp (path φ)) (spinor_meridian_limit hr φ)
  -- azimuths `0` and `π` give opposite signs
  have h : Complex.exp (((0 : ℝ) : ℂ) * Complex.I) = Complex.exp ((π : ℂ) * Complex.I) :=
    congrFun ((hlim 0).symm.trans (hlim π)) 1
  rw [Complex.exp_pi_mul_I, Complex.ofReal_zero, zero_mul, Complex.exp_zero] at h
  norm_num at h

end

end HelicitySpinor
```

```lean
#print axioms HelicitySpinor.spinor_unit_eigenvector
#print axioms HelicitySpinor.spinor_projector
#print axioms HelicitySpinor.spinor_no_limit
```

```
'HelicitySpinor.spinor_unit_eigenvector' depends on axioms: [propext, Classical.choice, Quot.sound]
'HelicitySpinor.spinor_projector' depends on axioms: [propext, Classical.choice, Quot.sound]
'HelicitySpinor.spinor_no_limit' depends on axioms: [propext, Classical.choice, Quot.sound]
```

## What the theorems say, and how far they reach

A momentum has type `Fin 3 → ℝ`. Its length is defined explicitly as `len`, because Mathlib's default norm on this type is the maximum norm; the notion of limit is the usual one. In `spinor_unit_eigenvector`, `star (spinor p) ⬝ᵥ spinor p = 1` is $\chi^\dagger\chi=1$, and `*ᵥ` is the matrix acting on the spinor. In `spinor_projector`, `vecMulVec` forms $\chi\chi^\dagger$. The filter `𝓝[domain] ![0, 0, -r]` in `spinor_no_limit` expresses approach from inside the domain, and the excluded limit `v` may be any vector in $\mathbb C^2$.

`normFactor_sq` proves $|p|>0$ and $2N^2|p|s=1$. The eigenvector and projector proofs carry this identity and `len_sq` over to the complex numbers, where `linear_combination` does the algebra by components. `spinor_spherical` supplies the half-angle form, using `len_spherical` for the length. `spinor_meridian_limit` evaluates that continuous form at $\theta=\pi$ and transfers the limit to `spinor`, which agrees with it for $-\pi<\theta<\pi$. Finally, `spinor_no_limit` composes a supposed limit with the meridians; `tendsto_nhds_unique` then forces $1=-1$ in the second component.

The no-limit theorem concerns this particular formula, not every possible choice of phase. All statements are in exact arithmetic, so they do not bound rounding errors, such as those from cancellation in $|p|+p_3$ near the negative third axis.
